# The long-wavelength potential of a neutral, dipole-free density has a limit only if its second moment is isotropic

For a real symmetric matrix \(A\), the quotient \(\langle q,Aq\rangle/|q|^2\) has a limit as nonzero \(q\) tends to zero if and only if \(A\) is a multiple of the identity. Consequently, if a charge density in three dimensions has the Fourier transform \(\rho(q)=-\tfrac12\langle q,Aq\rangle\) up to terms smaller than \(|q|^2\), its reciprocal-space Poisson potential has a long-wavelength limit exactly when \(A\) is a multiple of the identity. For any other \(A\), two directions of approach give two different limits.

A reciprocal-space Poisson solver divides by \(|q|^2\) and meets \(0/0\) at \(q=0\) for a neutral cell; if the periodic density is built by repeating a fixed localised density without charge or dipole, the result says when the limit for that localised density can supply the missing coefficient without a choice of direction.

## From the quadratic form to the potential

Write \(f(q)=\langle q,Aq\rangle/|q|^2\) for \(q\neq0\). Numerator and denominator are both quadratic, so for \(t\neq0\)
\[
f(tu)=\frac{t^2\langle u,Au\rangle}{t^2|u|^2}=f(u).
\]
Suppose \(f(q)\to L\). Along the ray \(q=tu\) the quotient is constant, so \(f(u)=L\), that is, \(\langle u,Au\rangle=L|u|^2\) for every \(u\neq0\). Let \(e_i\) be the coordinate unit vectors. Taking \(u=e_i\) gives \(A_{ii}=L\). Taking \(u=e_i+e_j\) with \(i\neq j\) gives
\[
A_{ii}+A_{jj}+A_{ij}+A_{ji}=2L ,
\]
so \(A_{ij}+A_{ji}=0\), and symmetry gives \(A_{ij}=0\). Hence \(A=L\cdot 1\). Conversely, if \(A=L\cdot1\), then \(f(q)=L|q|^2/|q|^2=L\) for all \(q\neq0\).

Now let \(\sigma(r)\) be a localised charge density that is repeated in every cell, with total charge \(Q\), dipole \(d\) and second moments \(A_{ij}=\int r_ir_j\,\sigma(r)\,d^3r\). Expanding the phase factor in its Fourier transform gives
\[
\rho(q)=\int \sigma(r)\,e^{-iq\cdot r}\,d^3r
= Q-i\,q\cdot d-\tfrac12\langle q,Aq\rangle+o(|q|^2).
\]
For \(Q=0\) and \(d=0\), the remainder
\[
R(q)=\frac{\rho(q)+\tfrac12\langle q,Aq\rangle}{|q|^2}
\]
tends to zero. In Gaussian units, with cell volume \(\Omega\), the potential is \(V(q)=4\pi\rho(q)/(\Omega|q|^2)\), and therefore
\[
V(q)+\frac{2\pi}{\Omega}f(q)=\frac{4\pi}{\Omega}R(q)\to0 .
\]
Along a ray \(f\) is constant, so \(V(tu)\to-(2\pi/\Omega)f(u)\) as \(t\to0\). If \(A\) is not a multiple of the identity, \(f\) takes different values in two directions, and \(V\) has no limit. If \(A=a\cdot1\), then \(V(q)\to-2\pi a/\Omega\). The matrix \(A\) belongs to \(\sigma\) and is not fixed by the periodic density alone: replacing a point charge \(p\) at \(r\) by two charges \(p/2\) at \(r\pm T\), with \(T\) a lattice vector, leaves the periodic density, \(Q\) and \(d\) unchanged but adds \(p\,T_iT_j\) to \(A_{ij}\).

A linear quadrupole shows the direction dependence. Number the components of \(q\) as \(q_0,q_1,q_2\), with \(q_2\) along \(z\), and put charges \(1,-2,1\) at heights \(1,0,-1\). Then
\[
\rho(q)=e^{-iq_2}-2+e^{iq_2}=2\cos q_2-2,\qquad A=\mathrm{diag}(0,0,2).
\]
Here \(\tfrac12\langle q,Aq\rangle=q_2^2\). For \(|q_2|\le1\) the cosine differs from \(1-q_2^2/2\) by at most \(\tfrac{5}{96}q_2^4\), so
\[
|R(q)|\le\frac{5}{48}\,\frac{q_2^4}{|q|^2}\le q_2^2\to0,
\]
because \(q_2^2\le|q|^2\). The potential tends to \(-4\pi/\Omega\) along \(z\) and to \(0\) along \(x\).

## Densities and potentials as Lean functions

A vector is a function `n → ℝ` on a finite index type, and `Fin 3` gives three dimensions with indices 0, 1 and 2.

```lean
import Mathlib

open Filter Topology Matrix

namespace LongWavelengthPotential

noncomputable section

variable {n : Type*} [Fintype n] [DecidableEq n]
```

The quotient \(f\) is `directionalMoment A`. Its denominator `q ⬝ᵥ q` is the Euclidean \(|q|^2\).

```lean
/-- The quotient `⟨q, A q⟩ / |q|²` of a second-moment matrix `A`, for nonzero `q`. -/
def directionalMoment (A : Matrix n n ℝ) (q : n → ℝ) : ℝ :=
  (q ⬝ᵥ A *ᵥ q) / (q ⬝ᵥ q)
```

The potential takes the transform `ρ` as a complex function of a continuous wavevector. All limits below use the filter `𝓝[≠] 0`, which approaches the origin through nonzero points, so the value assigned at \(q=0\) plays no role.

```lean
/-- The Poisson solution `4π ρ(q) / (Ω |q|²)` in Gaussian units, for nonzero `q` and
nonzero cell volume `Ω`. -/
def potential (Ω : ℝ) (ρ : (Fin 3 → ℝ) → ℂ) (q : Fin 3 → ℝ) : ℂ :=
  ((4 * Real.pi / Ω : ℝ) : ℂ) * ρ q / ((q ⬝ᵥ q : ℝ) : ℂ)
```

The next definition states \(R(q)\to0\). It stands for neutrality, a vanishing dipole and a well-defined second moment. The theorems take this condition as a hypothesis; its derivation from an integral over \(\sigma\) is the informal expansion above.

```lean
/-- The Fourier-transformed density `ρ(q)` equals `-⟨q, A q⟩ / 2` up to an error that vanishes
faster than `|q|²` as nonzero `q` tends to zero. -/
def HasSecondMoment (ρ : (Fin 3 → ℝ) → ℂ) (A : Matrix (Fin 3) (Fin 3) ℝ) : Prop :=
  Tendsto (fun q => (ρ q + ((q ⬝ᵥ A *ᵥ q / 2 : ℝ) : ℂ)) / ((q ⬝ᵥ q : ℝ) : ℂ)) (𝓝[≠] 0) (𝓝 0)
```

The quadrupole enters through its transform, with `q 2` as the \(z\) component.

```lean
/-- The Fourier transform `2 cos q_z - 2` of charges `1, -2, 1` at heights `1, 0, -1` on the
z axis. -/
def linearQuadrupole (q : Fin 3 → ℝ) : ℂ := ((2 * Real.cos (q 2) - 2 : ℝ) : ℂ)
```

## Isotropy from a single limit

The first lemma is \(f(tu)=f(u)\): the scalar factors are pulled out of both products and cancelled one at a time.

```lean
omit [DecidableEq n] in
/-- The quotient `⟨q, A q⟩ / |q|²` does not change when `q` is scaled by a nonzero number. -/
theorem directionalMoment_smul (A : Matrix n n ℝ) (u : n → ℝ) {t : ℝ} (ht : t ≠ 0) :
    directionalMoment A (t • u) = directionalMoment A u := by
  unfold directionalMoment
  simp only [Matrix.mulVec_smul, smul_dotProduct, dotProduct_smul, smul_eq_mul]
  rw [mul_div_mul_left _ _ ht, mul_div_mul_left _ _ ht]
```

The second says that \(tu\) tends to zero through nonzero vectors. Continuity gives the convergence, and \(tu\neq0\) follows from \(t\neq0\) and \(u\neq0\).

```lean
omit [Fintype n] [DecidableEq n] in
/-- Along a nonzero direction `u`, the wavevector `t u` approaches the origin through nonzero
wavevectors as nonzero `t` tends to zero. -/
theorem ray_tendsto {u : n → ℝ} (hu : u ≠ 0) :
    Tendsto (fun t : ℝ => t • u) (𝓝[≠] 0) (𝓝[≠] 0) := by
  refine tendsto_nhdsWithin_iff.2 ⟨?_, ?_⟩
  · have h : Continuous fun t : ℝ => t • u := by fun_prop
    exact (h.tendsto' 0 0 (zero_smul ℝ u)).mono_left nhdsWithin_le_nhds
  · filter_upwards [self_mem_nhdsWithin] with t ht
    exact smul_ne_zero ht hu
```

The polarization step follows. `hq` clears the denominator, while `e` and `o` evaluate the two bilinear forms on coordinate vectors. The sum \(e_i+e_j\) is used for all \(i,j\), including \(i=j\), so no case distinction is needed, and `linear_combination` combines the three quadratic identities with the symmetry of \(A\) and of the identity matrix.

```lean
/-- A symmetric matrix whose quotient `⟨u, A u⟩ / |u|²` equals `L` in every direction is
`L` times the identity. -/
theorem eq_smul_one_of_isotropic {A : Matrix n n ℝ} (hA : A.IsSymm) {L : ℝ}
    (h : ∀ u : n → ℝ, u ≠ 0 → directionalMoment A u = L) : A = L • 1 := by
  have hq : ∀ u : n → ℝ, u ⬝ᵥ A *ᵥ u = L * (u ⬝ᵥ u) := by
    intro u
    by_cases hu : u = 0
    · simp [hu]
    · have h1 := h u hu
      rwa [directionalMoment, div_eq_iff (mt dotProduct_self_eq_zero.1 hu)] at h1
  have e : ∀ i j, (Pi.single i 1 : n → ℝ) ⬝ᵥ A *ᵥ (Pi.single j 1) = A i j := by
    intro i j
    simp
  have o : ∀ i j, (Pi.single i 1 : n → ℝ) ⬝ᵥ (Pi.single j 1) = (1 : Matrix n n ℝ) i j := by
    intro i j
    rw [single_dotProduct, one_mul, Pi.single_apply, Matrix.one_apply]
  ext i j
  -- polarization with two coordinate directions
  have key := hq (Pi.single i 1 + Pi.single j 1)
  have hi := hq (Pi.single i 1)
  have hj := hq (Pi.single j 1)
  simp only [Matrix.mulVec_add, add_dotProduct, dotProduct_add, e, o] at key hi hj
  have sA := hA.apply i j
  have s1 := (Matrix.isSymm_one (n := n) (α := ℝ)).apply i j
  rw [Matrix.smul_apply, smul_eq_mul]
  linear_combination (key - hi - hj - sA + L * s1) / 2
```

Symmetry matters here: a nonzero antisymmetric matrix has \(f=0\) everywhere without being a multiple of the identity.

The equivalence holds in any finite dimension. In the forward direction, `tendsto_nhds_unique` compares the constant value along a ray with the assumed limit \(L\). In the converse, the quotient is computed directly.

```lean
/-- For a real symmetric matrix `A`, the quotient `⟨q, A q⟩ / |q|²` tends to `L` as nonzero `q`
tends to zero if and only if `A` is `L` times the identity. -/
theorem directionalMoment_tendsto_iff {A : Matrix n n ℝ} (hA : A.IsSymm) (L : ℝ) :
    Tendsto (directionalMoment A) (𝓝[≠] 0) (𝓝 L) ↔ A = L • 1 := by
  constructor
  · intro h
    refine eq_smul_one_of_isotropic hA fun u hu => ?_
    -- along a ray the quotient is constant, so it equals the limit
    refine tendsto_nhds_unique (tendsto_const_nhds.congr' ?_) (h.comp (ray_tendsto hu))
    filter_upwards [self_mem_nhdsWithin] with t ht
    exact (directionalMoment_smul A u ht).symm
  · intro h
    refine tendsto_const_nhds.congr' ?_
    filter_upwards [self_mem_nhdsWithin] with q hq
    have hne : q ⬝ᵥ q ≠ 0 := mt dotProduct_self_eq_zero.1 hq
    rw [h, directionalMoment, Matrix.smul_mulVec, Matrix.one_mulVec, dotProduct_smul,
      smul_eq_mul, mul_div_cancel_right₀ _ hne]
```

## Direction dependence of the potential

The expansion of \(V\) is the hypothesis \(R(q)\to0\) multiplied by \(4\pi/\Omega\); `ring` identifies the product with \(V(q)+(2\pi/\Omega)f(q)\).

```lean
variable {Ω : ℝ} {ρ : (Fin 3 → ℝ) → ℂ} {A : Matrix (Fin 3) (Fin 3) ℝ}

/-- For a neutral, dipole-free density with second-moment matrix `A`, the sum of the potential and
`(2π/Ω) ⟨q, A q⟩ / |q|²` tends to zero as nonzero `q` tends to zero. -/
theorem potential_expansion (Ω : ℝ) (h : HasSecondMoment ρ A) :
    Tendsto (fun q => potential Ω ρ q + ((2 * Real.pi / Ω * directionalMoment A q : ℝ) : ℂ))
      (𝓝[≠] 0) (𝓝 0) := by
  unfold HasSecondMoment at h
  have hK := h.const_mul ((4 * Real.pi / Ω : ℝ) : ℂ)
  rw [mul_zero] at hK
  refine hK.congr fun q => ?_
  rw [potential, directionalMoment]
  push_cast
  ring
```

Restricting this to a ray and subtracting the constant \((2\pi/\Omega)f(u)\) gives the directional limit.

```lean
/-- For a neutral, dipole-free density with second-moment matrix `A`, the potential along a nonzero
direction `u` tends to `-(2π/Ω) ⟨u, A u⟩ / |u|²`. -/
theorem potential_along_ray (Ω : ℝ) (h : HasSecondMoment ρ A) {u : Fin 3 → ℝ} (hu : u ≠ 0) :
    Tendsto (fun t : ℝ => potential Ω ρ (t • u)) (𝓝[≠] 0)
      (𝓝 ((-(2 * Real.pi / Ω * directionalMoment A u) : ℝ) : ℂ)) := by
  have h1 := ((potential_expansion Ω h).comp (ray_tendsto hu)).sub_const
    ((2 * Real.pi / Ω * directionalMoment A u : ℝ) : ℂ)
  rw [zero_sub, ← Complex.ofReal_neg] at h1
  refine h1.congr' ?_
  filter_upwards [self_mem_nhdsWithin] with t ht
  simp only [Function.comp_apply]
  rw [directionalMoment_smul _ _ ht, add_sub_cancel_right]
```

For a symmetric \(A\) that is not a multiple of the identity, the next theorem produces two nonzero directions `u` and `v` with distinct limits `Lu` and `Lv`. The proof compares every direction with \(e_0\). If no direction gave a different limit, \(f\) would equal \(f(e_0)\) everywhere, and the polarization lemma would make \(A\) a multiple of the identity. The assumption \(\Omega>0\) ensures that the factor \(2\pi/\Omega\) is nonzero, so that different values of \(f\) give different potentials.

```lean
/-- Let the cell volume `Ω` be positive. If the symmetric second-moment matrix of a neutral,
dipole-free density is not a multiple of the identity, the potential has different long-wavelength
limits along two directions. -/
theorem potential_direction_dependent (hΩ : 0 < Ω) (hA : A.IsSymm) (hρ : HasSecondMoment ρ A)
    (h : ¬ ∃ a : ℝ, A = a • 1) :
    ∃ (u v : Fin 3 → ℝ) (Lu Lv : ℂ), u ≠ 0 ∧ v ≠ 0 ∧ Lu ≠ Lv ∧
      Tendsto (fun t : ℝ => potential Ω ρ (t • u)) (𝓝[≠] 0) (𝓝 Lu) ∧
      Tendsto (fun t : ℝ => potential Ω ρ (t • v)) (𝓝[≠] 0) (𝓝 Lv) := by
  by_contra hcon
  have he : (Pi.single 0 1 : Fin 3 → ℝ) ≠ 0 := fun h0 => by
    simpa using congrFun h0 0
  refine h ⟨directionalMoment A (Pi.single 0 1), eq_smul_one_of_isotropic hA fun u hu => ?_⟩
  by_contra hne
  refine hcon ⟨u, Pi.single 0 1, _, _, hu, he, fun heq => hne ?_,
    potential_along_ray Ω hρ hu, potential_along_ray Ω hρ he⟩
  have hK : 2 * Real.pi / Ω ≠ 0 := (div_pos Real.two_pi_pos hΩ).ne'
  exact mul_left_cancel₀ hK (neg_injective (Complex.ofReal_injective heq))
```

The main equivalence allows any complex limit \(L\) on the left and asks for a real multiple \(a\) on the right. If \(V\) had a limit, both directional limits would equal it, contradicting the previous theorem. If \(A=a\cdot1\), subtracting the convergent term \((2\pi/\Omega)f(q)\) from the expansion leaves \(V\), which therefore converges.

```lean
/-- For positive cell volume `Ω`, the potential of a neutral, dipole-free density with symmetric
second-moment matrix `A` has a limit as nonzero `q` tends to zero if and only if `A` is a multiple
of the identity. -/
theorem potential_has_limit_iff (hΩ : 0 < Ω) (hA : A.IsSymm) (hρ : HasSecondMoment ρ A) :
    (∃ L : ℂ, Tendsto (potential Ω ρ) (𝓝[≠] 0) (𝓝 L)) ↔ ∃ a : ℝ, A = a • 1 := by
  constructor
  · rintro ⟨L, hL⟩
    by_contra h
    obtain ⟨u, v, Lu, Lv, hu, hv, hne, tu, tv⟩ := potential_direction_dependent hΩ hA hρ h
    exact hne ((tendsto_nhds_unique tu (hL.comp (ray_tendsto hu))).trans
      (tendsto_nhds_unique tv (hL.comp (ray_tendsto hv))).symm)
  · rintro ⟨a, h⟩
    have hX := (Complex.continuous_ofReal.tendsto _).comp
      (((directionalMoment_tendsto_iff hA a).2 h).const_mul (2 * Real.pi / Ω))
    refine ⟨_, ((potential_expansion Ω hρ).sub hX).congr fun q => ?_⟩
    simp only [Function.comp_apply, add_sub_cancel_right]
```

The density is held fixed throughout: the model contains no screening response that would change \(\rho\) with the direction of \(q\).

## The linear quadrupole

The last theorem establishes both the second-moment condition for \(2\cos q_2-2\) and the absence of a limit. `hzN` is the inequality \(q_2^2\le|q|^2\), `hQ` evaluates the quadratic form as \(2q_2^2\), and `Real.cos_bound` supplies the quartic error. Together they bound \(|R(q)|\) by \(q_2^2\) near the origin, and `squeeze_zero_norm'` turns the bound into the limit. The equivalence then reduces the second claim to matrix entries: if \(\mathrm{diag}(0,0,2)\) were \(a\cdot1\), its entries at positions 0 and 2 would force \(a=0\) and \(a=2\).

```lean
/-- The linear quadrupole has the second-moment matrix `diag(0, 0, 2)`, and for positive cell volume
`Ω` its potential has no limit as nonzero `q` tends to zero. -/
theorem linearQuadrupole_witness (hΩ : 0 < Ω) :
    HasSecondMoment linearQuadrupole (Matrix.diagonal ![0, 0, 2]) ∧
      ¬ ∃ L : ℂ, Tendsto (potential Ω linearQuadrupole) (𝓝[≠] 0) (𝓝 L) := by
  have hρ : HasSecondMoment linearQuadrupole (Matrix.diagonal ![0, 0, 2]) := by
    have hc : Continuous fun q : Fin 3 → ℝ => (q 2) ^ 2 := by fun_prop
    have hz : Tendsto (fun q : Fin 3 → ℝ => (q 2) ^ 2) (𝓝[≠] 0) (𝓝 0) :=
      (hc.tendsto' 0 0 (by simp)).mono_left nhdsWithin_le_nhds
    have h1 : ∀ᶠ q in 𝓝[≠] (0 : Fin 3 → ℝ), (q 2) ^ 2 < 1 :=
      hz.eventually_lt_const one_pos
    unfold HasSecondMoment
    refine squeeze_zero_norm' ?_ hz
    filter_upwards [self_mem_nhdsWithin, h1] with q hq hq1
    have hN : 0 < q ⬝ᵥ q := lt_of_le_of_ne
      (Finset.sum_nonneg fun i _ => mul_self_nonneg (q i))
      (Ne.symm (mt dotProduct_self_eq_zero.1 hq))
    have hzN : (q 2) ^ 2 ≤ q ⬝ᵥ q := by
      rw [dotProduct, Fin.sum_univ_three]
      nlinarith [mul_self_nonneg (q 0), mul_self_nonneg (q 1)]
    have hQ : q ⬝ᵥ Matrix.diagonal ![0, 0, 2] *ᵥ q = 2 * (q 2) ^ 2 := by
      rw [dotProduct, Fin.sum_univ_three]
      simp only [Matrix.mulVec_diagonal]
      change q 0 * (0 * q 0) + q 1 * (0 * q 1) + q 2 * (2 * q 2) = _
      ring
    -- the cosine differs from its quadratic expansion by a quartic term
    have hb := abs_le.1 (Real.cos_bound ((sq_le_one_iff_abs_le_one (q 2)).1 hq1.le))
    have h4 : |q 2| ^ 4 = (q 2) ^ 2 * (q 2) ^ 2 := by
      rw [← sq_abs (q 2)]
      ring
    rw [h4] at hb
    have hm := mul_le_mul_of_nonneg_left hzN (sq_nonneg (q 2))
    have hp : 0 ≤ (q 2) ^ 2 * (q 2) ^ 2 := by positivity
    rw [linearQuadrupole, hQ, ← Complex.ofReal_add, ← Complex.ofReal_div, Complex.norm_real,
      Real.norm_eq_abs, abs_div, abs_of_pos hN, div_le_iff₀ hN, abs_le]
    constructor <;> nlinarith [hb.1, hb.2, hm, hp]
  refine ⟨hρ, ?_⟩
  rw [potential_has_limit_iff hΩ (Matrix.isSymm_diagonal _) hρ]
  rintro ⟨a, h⟩
  have h0 : (0 : ℝ) = a := by simpa using congrFun (congrFun h 0) 0
  have h2 : (2 : ℝ) = a := by simpa using congrFun (congrFun h 2) 2
  linarith

end

end LongWavelengthPotential
```

```lean
#print axioms LongWavelengthPotential.potential_has_limit_iff
-- 'LongWavelengthPotential.potential_has_limit_iff' depends on axioms: [propext, Classical.choice, Quot.sound]
```
